# At normal incidence, the total second-harmonic intensity of uncoupled, identical threefold monolayers is independent of the linear polarization direction

To estimate the twist angle \(\theta\) of a bilayer, one can divide its total second-harmonic intensity by that of a single layer in the same linearly polarized field at normal incidence, and set the ratio equal to \(4\cos^2(3\theta/2)\). The file below derives this factor for identical threefold layers that don't influence one another and have no propagation phase between them, along with its generalization to any finite number of layers.

In Lean 4 with Mathlib:

```lean
import Mathlib

open ComplexConjugate

namespace TwistedLayerSecondHarmonic

noncomputable section

/-- Second-harmonic polarization `(Ex² - Ey², -2 Ex Ey)` of a monolayer in its crystal axes,
in units of its susceptibility; the complex number `E` stands for the real vector `(Ex, Ey)`. -/
def monolayer (E : ℂ) : ℂ := ⟨E.re ^ 2 - E.im ^ 2, -2 * E.re * E.im⟩

/-- Rotation of a vector in the plane by the angle `t`. -/
def rot (t : ℝ) (v : ℂ) : ℂ :=
  ⟨Real.cos t * v.re - Real.sin t * v.im, Real.sin t * v.re + Real.cos t * v.im⟩

/-- Response of a monolayer turned by `t`: go to the crystal axes, respond, and turn back. -/
def layer (t : ℝ) (E : ℂ) : ℂ := rot t (monolayer (rot (-t) E))

/-- Total polarization of finitely many layers with angles `t j`, all driven by the field `E`. -/
def stack {ι : Type*} [Fintype ι] (t : ι → ℝ) (E : ℂ) : ℂ := ∑ j, layer (t j) E

/-- Rotating a plane vector by `t` multiplies its complex form by `exp (i t)`. -/
theorem rot_eq (t : ℝ) (v : ℂ) : rot t v = Complex.exp ((t : ℂ) * Complex.I) * v := by
  apply Complex.ext
  · rw [Complex.mul_re, Complex.exp_ofReal_mul_I_re, Complex.exp_ofReal_mul_I_im]
    rfl
  · rw [Complex.mul_im, Complex.exp_ofReal_mul_I_re, Complex.exp_ofReal_mul_I_im]
    simp only [rot]
    ring

/-- The monolayer polarization is the square of the complex conjugate field. -/
theorem monolayer_eq (E : ℂ) : monolayer E = conj E ^ 2 := by
  apply Complex.ext
  · rw [pow_two, Complex.mul_re, Complex.conj_re, Complex.conj_im]
    simp only [monolayer]
    ring
  · rw [pow_two, Complex.mul_im, Complex.conj_re, Complex.conj_im]
    simp only [monolayer]
    ring

/-- Turning a layer by `t` multiplies its second-harmonic polarization by `exp (3 i t)`. -/
theorem layer_eq (t : ℝ) (E : ℂ) :
    layer t E = Complex.exp (((3 * t : ℝ) : ℂ) * Complex.I) * conj E ^ 2 := by
  -- two phases come from the squared field, one from turning the response back
  have hc : conj (Complex.exp (((-t : ℝ) : ℂ) * Complex.I))
      = Complex.exp ((t : ℂ) * Complex.I) := by
    rw [← Complex.exp_conj]
    congr 1
    simp
  have h3 : Complex.exp (((3 * t : ℝ) : ℂ) * Complex.I)
      = Complex.exp ((t : ℂ) * Complex.I) ^ 3 := by
    rw [← Complex.exp_nat_mul]
    congr 1
    push_cast
    ring
  rw [layer, rot_eq, monolayer_eq, rot_eq, map_mul, hc, h3]
  ring

/-- Threefold symmetry: turning a layer by a further 120 degrees leaves its response unchanged. -/
theorem layer_threefold (t : ℝ) (E : ℂ) : layer (t + 2 * Real.pi / 3) E = layer t E := by
  have h : Complex.exp (((3 * (t + 2 * Real.pi / 3) : ℝ) : ℂ) * Complex.I)
      = Complex.exp (((3 * t : ℝ) : ℂ) * Complex.I) := by
    rw [show ((3 * (t + 2 * Real.pi / 3) : ℝ) : ℂ) * Complex.I
      = ((3 * t : ℝ) : ℂ) * Complex.I + 2 * Real.pi * Complex.I by push_cast; ring]
    exact Complex.exp_periodic _
  rw [layer_eq, layer_eq, h]

/-- The squared norm of the total polarization is `|∑ exp (3 i t_j)|²` times the fourth power
of the field strength. -/
theorem stack_norm_sq {ι : Type*} [Fintype ι] (t : ι → ℝ) (E : ℂ) :
    ‖stack t E‖ ^ 2
      = ‖∑ j, Complex.exp (((3 * t j : ℝ) : ℂ) * Complex.I)‖ ^ 2 * ‖E‖ ^ 4 := by
  have hE : ‖conj E‖ = ‖E‖ := RCLike.norm_conj E
  -- the field factor is common to all layers
  have hs : stack t E
      = (∑ j, Complex.exp (((3 * t j : ℝ) : ℂ) * Complex.I)) * conj E ^ 2 := by
    rw [Finset.sum_mul]
    exact Finset.sum_congr rfl fun j _ => layer_eq (t j) E
  rw [hs, norm_mul, norm_pow, hE]
  ring

/-- Turning the polarization direction of the driving field by any angle `φ` leaves the squared
norm of the total polarization unchanged. -/
theorem stack_norm_sq_rot {ι : Type*} [Fintype ι] (t : ι → ℝ) (φ : ℝ) (E : ℂ) :
    ‖stack t (rot φ E)‖ ^ 2 = ‖stack t E‖ ^ 2 := by
  rw [stack_norm_sq, stack_norm_sq, rot_eq, norm_mul, Complex.norm_exp_ofReal_mul_I, one_mul]

/-- For two layers at angles `s` and `t` the interference factor is `4 cos² (3 (s - t) / 2)`. -/
theorem bilayer_norm_sq (s t : ℝ) (E : ℂ) :
    ‖stack ![s, t] E‖ ^ 2 = 4 * Real.cos (3 * (s - t) / 2) ^ 2 * ‖E‖ ^ 4 := by
  have hs : ∑ j, Complex.exp (((3 * ![s, t] j : ℝ) : ℂ) * Complex.I)
      = Complex.exp (((3 * s : ℝ) : ℂ) * Complex.I)
        + Complex.exp (((3 * t : ℝ) : ℂ) * Complex.I) := by
    simp [Fin.sum_univ_two]
  -- half-angle formula for the relative phase
  have h2 := Real.cos_sq (3 * (s - t) / 2)
  rw [show 2 * (3 * (s - t) / 2) = 3 * s - 3 * t by ring, Real.cos_sub] at h2
  rw [stack_norm_sq, hs, Complex.sq_norm, Complex.normSq_apply, Complex.add_re, Complex.add_im,
    Complex.exp_ofReal_mul_I_re, Complex.exp_ofReal_mul_I_re,
    Complex.exp_ofReal_mul_I_im, Complex.exp_ofReal_mul_I_im, h2]
  linear_combination ‖E‖ ^ 4 * Real.sin_sq_add_cos_sq (3 * s)
    + ‖E‖ ^ 4 * Real.sin_sq_add_cos_sq (3 * t)

/-- In a nonzero field, the polarization of two layers cancels exactly when their twist is an
odd multiple of 60 degrees. -/
theorem bilayer_eq_zero_iff (s t : ℝ) {E : ℂ} (hE : E ≠ 0) :
    stack ![s, t] E = 0 ↔ ∃ k : ℤ, s - t = (2 * k + 1) * (Real.pi / 3) := by
  have b := bilayer_norm_sq s t E
  have key : stack ![s, t] E = 0 ↔ Real.cos (3 * (s - t) / 2) = 0 := by
    constructor
    · intro h
      by_contra hc
      have hc' : Real.cos (3 * (s - t) / 2) ≠ 0 := hc
      have hpos : 0 < 4 * Real.cos (3 * (s - t) / 2) ^ 2 * ‖E‖ ^ 4 := by positivity
      rw [h, norm_zero] at b
      linarith
    · intro h
      have h0 : ‖stack ![s, t] E‖ ^ 2 = 0 := by
        rw [b, h]
        ring
      exact norm_eq_zero.mp ((pow_eq_zero_iff two_ne_zero).mp h0)
  rw [key, Real.cos_eq_zero_iff]
  constructor
  · rintro ⟨k, hk⟩
    exact ⟨k, by linarith⟩
  · rintro ⟨k, hk⟩
    exact ⟨k, by linarith⟩

/-- For a field of amplitude `A` polarized at angle `φ`, the component of one layer's response
along the direction `φ` is `A² cos (3 (t - φ))`. -/
theorem layer_parallel (t φ A : ℝ) :
    (rot (-φ) (layer t (rot φ (A : ℂ)))).re = A ^ 2 * Real.cos (3 * (t - φ)) := by
  have hc : conj (Complex.exp ((φ : ℂ) * Complex.I))
      = Complex.exp (((-φ : ℝ) : ℂ) * Complex.I) := by
    rw [← Complex.exp_conj]
    congr 1
    simp
  have h3 : Complex.exp (((3 * (t - φ) : ℝ) : ℂ) * Complex.I)
      = Complex.exp (((3 * t : ℝ) : ℂ) * Complex.I)
        * Complex.exp (((-φ : ℝ) : ℂ) * Complex.I) ^ 3 := by
    rw [← Complex.exp_nat_mul, ← Complex.exp_add]
    congr 1
    push_cast
    ring
  -- in axes attached to the field, only the relative angle remains
  have h : rot (-φ) (layer t (rot φ (A : ℂ)))
      = Complex.exp (((3 * (t - φ) : ℝ) : ℂ) * Complex.I) * ((A ^ 2 : ℝ) : ℂ) := by
    rw [rot_eq, layer_eq, rot_eq, map_mul, hc, Complex.conj_ofReal, h3, Complex.ofReal_pow]
    ring
  rw [h, Complex.re_mul_ofReal, Complex.exp_ofReal_mul_I_re]
  ring

end

end TwistedLayerSecondHarmonic
```

```lean
#print axioms TwistedLayerSecondHarmonic.monolayer_eq
#print axioms TwistedLayerSecondHarmonic.stack_norm_sq_rot
#print axioms TwistedLayerSecondHarmonic.bilayer_eq_zero_iff
#print axioms TwistedLayerSecondHarmonic.layer_parallel
```

```
'TwistedLayerSecondHarmonic.monolayer_eq' depends on axioms: [propext, Classical.choice, Quot.sound]
'TwistedLayerSecondHarmonic.stack_norm_sq_rot' depends on axioms: [propext, Classical.choice, Quot.sound]
'TwistedLayerSecondHarmonic.bilayer_eq_zero_iff' depends on axioms: [propext, Classical.choice, Quot.sound]
'TwistedLayerSecondHarmonic.layer_parallel' depends on axioms: [propext, Classical.choice, Quot.sound]
```

## Intensities, cancellation and the parallel component

Let \(E=(E_x,E_y)\) be a real field in the plane of the layers, and let layer \(j\) be turned by the angle \(t_j\). The main theorem, `stack_norm_sq`, says that the total second-harmonic polarization \(P\) satisfies

\[
\|P\|^2=\Bigl|\sum_j e^{3it_j}\Bigr|^2\,\|E\|^4 .
\]

The field enters only through its strength. Accordingly, `stack_norm_sq_rot` states that turning the driving field by any angle \(\varphi\) leaves \(\|P\|^2\) unchanged.

For two layers at angles \(s\) and \(t\), `bilayer_norm_sq` evaluates the prefactor as \(4\cos^2(3(s-t)/2)\). The theorem `bilayer_eq_zero_iff` adds that, in a nonzero field, the total polarization vanishes exactly when \(s-t\) is an odd multiple of \(60^\circ\). The field has to be nonzero here because at \(E=0\) the response vanishes at every twist.

The last theorem, `layer_parallel`, concerns a different quantity: the component of one layer's response along the driving field. For a field of amplitude \(A\) at angle \(\varphi\) and a layer at angle \(t\), it equals \(A^2\cos(3(t-\varphi))\), which does depend on the polarization direction. The independence therefore belongs to the total intensity, collected without an analyser.

## Real vectors written as complex numbers

The complex number `E` stands for the real vector \((E_x,E_y)\): its real part is \(E_x\), its imaginary part is \(E_y\), and `‖E‖` is the Euclidean length. The imaginary unit is a device for plane geometry and doesn't describe an optical phase. The theorems thus treat linear polarization; a circularly or elliptically polarized field would need two complex components.

The definition `monolayer` is the response in the crystal axes,

\[
P(E)=(E_x^2-E_y^2,\,-2E_xE_y),
\]

which is the in-plane form for a layer with a threefold axis and a suitable mirror line. The susceptibility is assumed to be nonzero and is set to one; in a layer with an inversion centre, such as graphene, this electric-dipole response vanishes. This form is the physical input, taken as a definition and not derived from a band structure.

The function `rot t` turns a vector counterclockwise by `t`, in radians. In `layer t E` the field is first expressed in the axes of the turned crystal by `rot (-t)`, the monolayer then responds, and the result is turned back to the laboratory axes.

The definition `stack` adds these responses over a finite index type `ι`, with `t j` the angle of layer `j`. Every layer has the same susceptibility and sees the same field `E`. The sum contains no propagation phase, absorption, local-field correction or change of electronic structure by the neighbouring layer. In the bilayer theorems, `![s, t]` is the list of the two angles.

The squared norm `‖stack t E‖ ^ 2` is proportional to the radiated intensity at normal incidence when both polarization components are collected. That proportionality is the usual optical reading of the quantity and isn't part of the file.

## Three phases from one turned layer

Rotation by \(t\) sends \(v=v_x+iv_y\) to

\[
(\cos t\,v_x-\sin t\,v_y)+i(\sin t\,v_x+\cos t\,v_y)=e^{it}v .
\]

This is `rot_eq`, proved by comparing real and imaginary parts. The monolayer response is a square,

\[
(E_x-iE_y)^2=E_x^2-E_y^2-2iE_xE_y=P(E),
\]

so \(P(E)=\bar E^{\,2}\), which is `monolayer_eq`. For a layer turned by \(t\), these two facts give

\[
e^{it}\,\overline{\bigl(e^{-it}E\bigr)}^{\,2}
=e^{it}\,e^{2it}\,\bar E^{\,2}=e^{3it}\bar E^{\,2}.
\]

Two of the three phases come from the squared field and one from turning the response back. In the proof of `layer_eq`, the step `hc` conjugates the phase \(e^{-it}\), `h3` writes \(e^{3it}\) as \((e^{it})^3\), and `ring` collects the factors.

A further turn by \(120^\circ\) multiplies the response by \(e^{2\pi i}=1\), which is the threefold symmetry in `layer_threefold`. A further turn by \(60^\circ\) multiplies it by \(e^{i\pi}=-1\), and this sign is the origin of the bilayer cancellation.

## Adding the layers

Since \(\bar E^{\,2}\) is common to all layers,

\[
P=\Bigl(\sum_j e^{3it_j}\Bigr)\bar E^{\,2},
\qquad
\|P\|^2=\Bigl|\sum_j e^{3it_j}\Bigr|^2\|\bar E\|^4 ,
\]

and \(\|\bar E\|=\|E\|\). In `stack_norm_sq`, the step `hs` pulls the common factor out of the sum, and the norm is then taken factor by factor. For `stack_norm_sq_rot` the formula is applied to both fields, and \(|e^{i\varphi}|=1\) makes the two sides equal.

With two layers, the squared modulus of the sum is

\[
\begin{aligned}
|e^{3is}+e^{3it}|^2
&=(\cos 3s+\cos 3t)^2+(\sin 3s+\sin 3t)^2\\
&=2+2(\cos 3s\cos 3t+\sin 3s\sin 3t)\\
&=2+2\cos(3(s-t))=4\cos^2\!\bigl(3(s-t)/2\bigr).
\end{aligned}
\]

The proof of `bilayer_norm_sq` uses the same components. The half-angle formula enters as `h2`, and `linear_combination` supplies \(\sin^2+\cos^2=1\) once for \(3s\) and once for \(3t\).

For \(E\neq0\) this intensity is zero exactly when the cosine is zero, which is the step `key` in `bilayer_eq_zero_iff`. The zeros of the cosine satisfy

\[
\frac{3(s-t)}{2}=(2k+1)\frac{\pi}{2}
\quad\Longleftrightarrow\quad
s-t=(2k+1)\frac{\pi}{3},
\]

with \(k\) an integer; `linarith` converts one form into the other.

For the parallel component, the driving field is \(Ae^{i\varphi}\) with \(A\) real. Turning the response by \(-\varphi\) puts the field direction along the real axis:

\[
e^{-i\varphi}\,e^{3it}\,\bigl(Ae^{-i\varphi}\bigr)^2=A^2e^{3i(t-\varphi)} .
\]

Its real part is \(A^2\cos(3(t-\varphi))\). The proof of `layer_parallel` establishes this complex identity as `h` and then reads off the real part.

## From an intensity ratio to a twist angle

A single layer has prefactor \(|e^{3it}|^2=1\), so its squared polarization is \(\|E\|^4\) at every orientation. This is the reference in the ratio \(r\) of bilayer to monolayer intensity. Two aligned layers give \(r=4\), the coherent doubling of the amplitude.

For \(0\le r\le4\), the twist between \(0^\circ\) and \(60^\circ\) is

\[
\theta=\tfrac23\arccos\!\bigl(\sqrt r/2\bigr).
\]

A ratio \(r=3\) gives \(\arccos(\sqrt3/2)=30^\circ\), hence \(\theta=20^\circ\). A ratio \(r=2\) gives \(\theta=30^\circ\). The ratio fixes the twist only up to its sign and multiples of \(120^\circ\).

A measurement through an analyser parallel to the driving field gives a single-layer intensity proportional to \(\cos^2(3(t-\varphi))\). Scanning \(\varphi\) locates the crystal axes, but leaves \(t\) undetermined by multiples of \(60^\circ\), since the square hides the sign of the response.

In a simulation at normal incidence of uncoupled, identical layers whose whole stack, gaps included, is much thinner than the wavelength, and with absorption and local-field corrections neglected, the monolayer susceptibility is computed once, and each set of twist angles then requires only the sum of the phases \(e^{3it_j}\). No scan over linear polarization directions is needed for the total intensity.
